# The potential obtained from a hydrogen 2s–1s pseudo-orbital that vanishes at the nucleus behaves as $3/r^2$ there and as $-1/r$ at infinity

A pseudopotential can be a nonlocal operator or an ordinary function of $r$. Here it is a function, obtained by reading the radial Schrödinger equation backwards: given a radial function $u$ and an energy $E$, the potential is whatever makes $u$ a solution,

$$V(r)=E+\frac{u''(r)}{2u(r)} .$$

Units are Hartree atomic units, and the angular momentum is zero. The function is

$$u(r)=r\left[(1-r/2)e^{-r/2}-e^{-r}\right],\qquad E=-\tfrac18,$$

a hydrogen 2s function with enough 1s mixed in to make $u/r$ vanish at the nucleus. For effective core potentials this is an exactly solvable one-electron example, with no core electrons actually present: it shows what potential results when core mixing removes the 2s node in this particular way.

## Orbitals and the inverted equation

```lean
import Mathlib

open Filter Topology

namespace PhillipsKleinmanHydrogen

noncomputable section
```

The first line loads Mathlib, Lean's mathematical library. The second makes its notation for limits available.

```lean
/-- A twice differentiable radial function `u` solving `-u''/2 + U u = E u` for `r > 0`. -/
def IsRadialOrbital (U : ℝ → ℝ) (E : ℝ) (u : ℝ → ℝ) : Prop :=
  Differentiable ℝ u ∧ Differentiable ℝ (deriv u) ∧
    ∀ r, 0 < r → -(1 / 2) * deriv (deriv u) r + U r * u r = E * u r
```

`IsRadialOrbital U E u` says that $u$ and $u'$ are differentiable on the whole real line and that $-\tfrac12u''+Uu=Eu$ for every $r>0$. Here `deriv (deriv u)` is the second derivative. No boundary condition or normalisability is required, so the definition describes a solution of the differential equation and not necessarily a bound state.

```lean
/-- The potential `E + u''/(2u)` obtained by inverting the radial equation for `u`. -/
def invertedPotential (E : ℝ) (u : ℝ → ℝ) (r : ℝ) : ℝ :=
  E + deriv (deriv u) r / (2 * u r)
```

This is the formula for $V$ above, for any $E$ and $u$. Lean assigns a value even to division by zero, so the formula carries its physical meaning only where $u(r)\neq0$; this is why the absence of nodes is part of the final theorem.

```lean
/-- The hydrogen 1s radial function, up to normalisation. -/
def core1s (r : ℝ) : ℝ := r * Real.exp (-r)

/-- The hydrogen 2s radial function, up to normalisation. -/
def valence2s (r : ℝ) : ℝ := r * (1 - r / 2) * Real.exp (-r / 2)
```

These are $c(r)=re^{-r}$ and $v(r)=r(1-r/2)e^{-r/2}$. The normalised radial functions are $P_{1s}=2c$ and $P_{2s}=v/\sqrt2$.

```lean
/-- The 2s-1s combination whose quotient by `r` vanishes at the nucleus. -/
def pseudoOrbital (r : ℝ) : ℝ :=
  r * ((1 - r / 2) * Real.exp (-r / 2) - Real.exp (-r))
```

This is $u=v-c$. In normalised functions $u=\sqrt2\,P_{2s}-\tfrac12P_{1s}$, and since the two are orthonormal, the normalised pseudo-orbital is $\tfrac23u$. The overall factor cancels in $u''/u$ and does not affect $V$.

```lean
/-- The potential obtained by inverting the radial equation for the pseudo-orbital
at energy `-1/8`. -/
def pseudopotential (r : ℝ) : ℝ := invertedPotential (-1 / 8) pseudoOrbital r
```

`pseudopotential` is $V$ at the 2s energy. It is defined through the second derivative of $u$, so its closed form has to be proved.

```lean
/-- The factor `1 - (1 - r/2) exp(r/2)` of the pseudo-orbital. -/
def nodeFactor (r : ℝ) : ℝ := 1 - (1 - r / 2) * Real.exp (r / 2)
```

Write $D(r)=1-(1-r/2)e^{r/2}$ for `nodeFactor`. The zeros of $u$ and both limits of $V$ will be read off from $D$.

## Derivatives of polynomials times exponentials

```lean
/-- The polynomial `a + b x + c x^2` times the exponential `exp(-k x)`. -/
def quadExp (a b c k x : ℝ) : ℝ := (a + x * (b + c * x)) * Real.exp (-(k * x))
```

`quadExp a b c k` is the function $(a+bx+cx^2)e^{-kx}$. Both hydrogen functions have this form.

```lean
/-- The derivative of a quadratic times an exponential is again of this form. -/
theorem hasDerivAt_quadExp (a b c k r : ℝ) :
    HasDerivAt (quadExp a b c k)
      (quadExp (b - k * a) (2 * c - k * b) (-(k * c)) k r) r := by
  have hp := ((hasDerivAt_id' r).fun_mul
    (((hasDerivAt_id' r).const_mul c).const_add b)).const_add a
  have he := ((hasDerivAt_id' r).const_mul k).fun_neg.exp
  have h := hp.fun_mul he
  exact h.congr_deriv (by simp only [quadExp]; ring)
```

By the product rule,

$$\frac{d}{dx}(a+bx+cx^2)e^{-kx}=\left[(b-ka)+(2c-kb)x-kc\,x^2\right]e^{-kx}.$$

The derivative is again a `quadExp` with new coefficients, so a second derivative needs only a second use of the rule. `HasDerivAt f f' r` means that $f$ is differentiable at $r$ with derivative $f'$. The proof assembles the derivative from Mathlib's rules, and `ring` checks that the coefficients agree.

## What core mixing does to the potential

```lean
/-- If `v` and `c` solve the radial equation in the same potential `U` with energies `Ev` and `Ec`,
then inverting the equation for `v - b c` at energy `Ev` gives `U - (Ev - Ec) b c / (v - b c)` at
every `r > 0` where `v - b c` is nonzero. -/
theorem phillips_kleinman_inversion {U v c : ℝ → ℝ} {Ev Ec b r : ℝ}
    (hv : IsRadialOrbital U Ev v) (hc : IsRadialOrbital U Ec c) (hr : 0 < r)
    (hne : v r - b * c r ≠ 0) :
    invertedPotential Ev (fun x => v x - b * c x) r =
      U r - (Ev - Ec) * (b * c r) / (v r - b * c r) := by
  obtain ⟨hv1, hv2, hv3⟩ := hv
  obtain ⟨hc1, hc2, hc3⟩ := hc
  have h1 : deriv (fun x => v x - b * c x) = fun x => deriv v x - b * deriv c x :=
    funext fun x => ((hv1 x).hasDerivAt.fun_sub ((hc1 x).hasDerivAt.const_mul b)).deriv
  have h2 : deriv (fun x => deriv v x - b * deriv c x) r =
      deriv (deriv v) r - b * deriv (deriv c) r :=
    ((hv2 r).hasDerivAt.fun_sub ((hc2 r).hasDerivAt.const_mul b)).deriv
  -- the two radial equations eliminate the second derivatives
  have h3 : deriv (deriv v) r = 2 * (U r - Ev) * v r := by
    linear_combination (-2) * hv3 r hr
  have h4 : deriv (deriv c) r = 2 * (U r - Ec) * c r := by
    linear_combination (-2) * hc3 r hr
  unfold invertedPotential
  rw [h1, h2, h3, h4]
  field_simp
  ring
```

Let $v$ and $c$ solve the radial equation in the same potential $U$, with energies $E_v$ and $E_c$, and let $u=v-bc$. Then

$$-\tfrac12u''+Uu=E_vv-E_c\,bc=E_vu+(E_v-E_c)\,bc .$$

Dividing by $u$, where it is nonzero, and rearranging gives

$$E_v+\frac{u''}{2u}=U-\frac{(E_v-E_c)\,bc}{u}.$$

In Lean, `h1` and `h2` differentiate the combination twice, `h3` and `h4` solve the two radial equations for $v''$ and $c''$, and `field_simp` with `ring` finishes the algebra.

The operator usually called the Phillips–Kleinman pseudopotential adds a projector onto the core, weighted by the energy gap. For a normalised core function orthogonal to $v$, it acts on $u$ exactly as this local potential does. The theorem concerns only the local function belonging to one valence and one core orbital.

The limiting case $b=0$ returns $U$, as it should, but only where $v(r)\neq0$. For the hydrogen 2s function this excludes the node at $r=2$.

```lean
/-- The hydrogen 1s and 2s functions solve the Coulomb radial equation with energies
`-1/2` and `-1/8`. -/
theorem phillips_kleinman_witness :
    IsRadialOrbital (fun r => -1 / r) (-1 / 2) core1s ∧
      IsRadialOrbital (fun r => -1 / r) (-1 / 8) valence2s := by
  have hd : ∀ a b c k, deriv (quadExp a b c k) =
      quadExp (b - k * a) (2 * c - k * b) (-(k * c)) k :=
    fun a b c k => funext fun x => (hasDerivAt_quadExp a b c k x).deriv
  have hq : ∀ a b c k, Differentiable ℝ (quadExp a b c k) :=
    fun a b c k x => (hasDerivAt_quadExp a b c k x).differentiableAt
  have e1 : core1s = quadExp 0 1 0 1 := by
    funext x
    simp [core1s, quadExp]
  have e2 : valence2s = quadExp 0 1 (-1 / 2) (1 / 2) := by
    funext x
    have hx : -x / 2 = -(1 / 2 * x) := by ring
    simp only [valence2s, quadExp]
    rw [hx]
    ring
  rw [e1, e2]
  refine ⟨⟨hq _ _ _ _, by rw [hd]; exact hq _ _ _ _, ?_⟩,
    ⟨hq _ _ _ _, by rw [hd]; exact hq _ _ _ _, ?_⟩⟩
  all_goals
    intro r hr
    have hr' : r ≠ 0 := hr.ne'
    rw [hd, hd]
    simp only [quadExp]
    field_simp
    ring
```

The two hydrogen functions satisfy the hypotheses with $U=-1/r$. For 1s, $c''=(r-2)e^{-r}$, so

$$-\tfrac12c''-\frac cr=\left(1-\frac r2-1\right)e^{-r}=-\tfrac12c .$$

For 2s, the derivative rule applied twice gives $v''=\left(-2+\tfrac54r-\tfrac18r^2\right)e^{-r/2}$, and

$$-\tfrac12v''-\frac vr=\left(-\frac r8+\frac{r^2}{16}\right)e^{-r/2}=-\tfrac18v .$$

Lean rewrites both functions as `quadExp` (`e1`, `e2`), differentiates twice with `hd`, and verifies the same identities.

## No node, and a closed form for V

```lean
/-- The factor `1 - (1 - r/2) exp(r/2)` is positive away from the nucleus. -/
theorem nodeFactor_pos {r : ℝ} (hr : 0 < r) : 0 < nodeFactor r := by
  have h := Real.add_one_lt_exp (x := -(r / 2)) (by linarith)
  have h2 := mul_lt_mul_of_pos_right h (Real.exp_pos (r / 2))
  have h3 : Real.exp (-(r / 2)) * Real.exp (r / 2) = 1 := by
    rw [← Real.exp_add]; simp
  rw [h3] at h2
  unfold nodeFactor
  linarith
```

For $x\neq0$ the exponential lies strictly above its tangent at zero: $1+x<e^x$. With $x=-r/2$ this reads $1-r/2<e^{-r/2}$. Multiplying by $e^{r/2}$ gives $(1-r/2)e^{r/2}<1$, which is $D(r)>0$. The lines `h`, `h2` and `h3` are these steps.

```lean
/-- The pseudo-orbital equals `-r exp(-r)` times the node factor. -/
theorem pseudoOrbital_eq (r : ℝ) :
    pseudoOrbital r = -(r * Real.exp (-r) * nodeFactor r) := by
  have h : Real.exp (-r / 2) = Real.exp (-r) * Real.exp (r / 2) := by
    rw [← Real.exp_add]; congr 1; ring
  unfold pseudoOrbital nodeFactor
  rw [h]
  ring
```

Since $e^{-r/2}=e^{-r}e^{r/2}$,

$$u=re^{-r}\left[(1-r/2)e^{r/2}-1\right]=-re^{-r}D(r).$$

Hence $u$ is strictly negative for all $r>0$.

```lean
/-- Closed form of the pseudopotential: the Coulomb attraction plus an explicit term. -/
theorem pseudopotential_eq {r : ℝ} (hr : 0 < r) :
    pseudopotential r = -1 / r + 3 / (8 * nodeFactor r) := by
  have hD := (nodeFactor_pos hr).ne'
  have hr' := hr.ne'
  have hE := (Real.exp_pos (-r)).ne'
  have hu : pseudoOrbital = fun x => valence2s x - 1 * core1s x := by
    funext x
    simp only [pseudoOrbital, valence2s, core1s]
    ring
  have hd : valence2s r - 1 * core1s r = -(r * Real.exp (-r) * nodeFactor r) := by
    rw [← pseudoOrbital_eq, hu]
  have hne : valence2s r - 1 * core1s r ≠ 0 := by
    rw [hd]
    exact neg_ne_zero.mpr (mul_ne_zero (mul_ne_zero hr' hE) hD)
  have h := phillips_kleinman_inversion phillips_kleinman_witness.2
    phillips_kleinman_witness.1 hr hne
  rw [hd] at h
  unfold pseudopotential
  rw [hu, h]
  simp only [core1s]
  field_simp
  ring
```

Put $b=1$, $U=-1/r$ and $E_v-E_c=\tfrac38$ into the inversion formula:

$$V=-\frac1r-\frac38\,\frac{re^{-r}}{-re^{-r}D}=-\frac1r+\frac{3}{8D(r)}.$$

The proof does the same: `hu` identifies $u$ with $v-1\cdot c$, `hne` shows that it is nonzero, and the general theorem supplies the rest. The added term is repulsive everywhere.

## The two limits

```lean
/-- Near the nucleus the node factor behaves as `r^2/8`. -/
theorem nodeFactor_div_sq_tendsto :
    Tendsto (fun r => nodeFactor r / r ^ 2) (𝓝[>] 0) (𝓝 (1 / 8)) := by
  have hD : ∀ r, HasDerivAt nodeFactor (r / 4 * Real.exp (r / 2)) r := by
    intro r
    have h1 : HasDerivAt (fun x : ℝ => x / 2) (1 / 2) r := (hasDerivAt_id' r).div_const 2
    have h2 := ((h1.const_sub 1).fun_mul h1.exp).const_sub 1
    exact h2.congr_deriv (by ring)
  have hS : ∀ r : ℝ, HasDerivAt (fun x : ℝ => x ^ 2) (2 * r) r :=
    fun r => (hasDerivAt_pow 2 r).congr_deriv (by norm_num)
  have hD0 := (hD 0).continuousAt.tendsto.mono_left
    (nhdsWithin_le_nhds (s := Set.Ioi (0 : ℝ)))
  have hS0 := (hS 0).continuousAt.tendsto.mono_left
    (nhdsWithin_le_nhds (s := Set.Ioi (0 : ℝ)))
  have hc : Tendsto (fun x : ℝ => Real.exp (x / 2) / 8) (𝓝[>] 0) (𝓝 (1 / 8)) := by
    have h : Continuous (fun x : ℝ => Real.exp (x / 2) / 8) := by fun_prop
    have h' := (h.tendsto 0).mono_left (nhdsWithin_le_nhds (s := Set.Ioi (0 : ℝ)))
    simpa using h'
  -- l'Hôpital's rule: the ratio of derivatives is exp(r/2)/8
  refine HasDerivAt.lhopital_zero_nhdsGT (Eventually.of_forall hD)
    (Eventually.of_forall hS) ?_ (by simpa [nodeFactor] using hD0) (by simpa using hS0) ?_
  · filter_upwards [self_mem_nhdsWithin] with x hx
    exact mul_ne_zero two_ne_zero (Set.mem_Ioi.mp hx).ne'
  · refine hc.congr' ?_
    filter_upwards [self_mem_nhdsWithin] with x hx
    have hx' : x ≠ 0 := (Set.mem_Ioi.mp hx).ne'
    field_simp
    ring
```

`Tendsto f (𝓝[>] 0) (𝓝 L)` reads "$f(r)\to L$ as $r\to0$ from the right". Both $D$ and $r^2$ vanish at zero, and

$$D'(r)=\tfrac12e^{r/2}-\tfrac12(1-r/2)e^{r/2}=\frac r4e^{r/2},\qquad\frac{D'(r)}{2r}=\frac{e^{r/2}}8\to\frac18 .$$

L'Hôpital's rule, `HasDerivAt.lhopital_zero_nhdsGT`, then gives $D/r^2\to\tfrac18$. It asks for the two derivatives, a nonzero denominator derivative near zero, the two vanishing limits, and the limit of the ratio of derivatives.

All the limits stated in the theorems use `congr'`. It transfers a limit from one function to another when the two agree close enough to the limit point, or far enough out when $r\to\infty$. Here $D'/(2r)$ simplifies to $e^{r/2}/8$ only after a factor $r$ is cancelled, which needs $r\neq0$. The line beginning `filter_upwards` lets Lean work at a point with $r>0$, where the cancellation is legitimate. The closed form of $V$, also proved only for $r>0$, enters `pseudopotential_tail` and the limit of $r^2V$ at the nucleus in the same way; the limit of $rV$ at infinity is then deduced from `pseudopotential_tail`.

```lean
/-- At large distance the deviation from the Coulomb potential, multiplied by
`r exp(r/2)`, tends to `3/4`. -/
theorem pseudopotential_tail :
    Tendsto (fun r => r * Real.exp (r / 2) * (pseudopotential r + 1 / r)) atTop
      (𝓝 (3 / 4)) := by
  have he : Tendsto (fun r : ℝ => Real.exp (-(r / 2))) atTop (𝓝 0) :=
    Real.tendsto_exp_neg_atTop_nhds_zero.comp
      (tendsto_id.atTop_div_const (by norm_num : (0 : ℝ) < 2))
  have hK := ((he.sub_const 1).mul tendsto_inv_atTop_zero).add_const (1 / 2 : ℝ)
  have h := (tendsto_const_nhds (x := (3 : ℝ))).div (hK.const_mul 8) (by norm_num)
  have hval : (3 : ℝ) / (8 * ((0 - 1) * 0 + 1 / 2)) = 3 / 4 := by norm_num
  rw [hval] at h
  refine h.congr' ?_
  filter_upwards [eventually_gt_atTop 0] with r hr
  have hr' := hr.ne'
  have hD := (nodeFactor_pos hr).ne'
  have hE := (Real.exp_pos (r / 2)).ne'
  have hk : (Real.exp (-(r / 2)) - 1) * r⁻¹ + 1 / 2 =
      nodeFactor r / (r * Real.exp (r / 2)) := by
    rw [Real.exp_neg]
    unfold nodeFactor
    field_simp
    ring
  simp only [Pi.div_apply]
  rw [hk, pseudopotential_eq hr]
  field_simp
  ring
```

`atTop` stands for $r\to\infty$. From the definition of $D$,

$$\frac{D(r)}{re^{r/2}}=\frac{e^{-r/2}-1}{r}+\frac12\to\frac12 ,$$

and therefore

$$re^{r/2}\left(V+\frac1r\right)=\frac{3\,re^{r/2}}{8D(r)}\to\frac34 .$$

The deviation from the Coulomb potential thus behaves as $\tfrac34e^{-r/2}/r$. In the proof, `hK` is the limit of the elementary expression, and `hk` identifies that expression with $D/(re^{r/2})$.

```lean
/-- The pseudo-orbital has no zero for `r > 0` and solves the radial equation with the
pseudopotential `V` at energy `-1/8`; `r^2 V` tends to 3 at the nucleus and `r V` tends
to -1 at infinity. -/
theorem hydrogen_pseudopotential :
    (∀ r, 0 < r → pseudoOrbital r ≠ 0 ∧
      -(1 / 2) * deriv (deriv pseudoOrbital) r + pseudopotential r * pseudoOrbital r =
        -1 / 8 * pseudoOrbital r) ∧
    Tendsto (fun r => r ^ 2 * pseudopotential r) (𝓝[>] 0) (𝓝 3) ∧
    Tendsto (fun r => r * pseudopotential r) atTop (𝓝 (-1)) := by
  refine ⟨fun r hr => ?_, ?_, ?_⟩
  · have hu : pseudoOrbital r ≠ 0 := by
      rw [pseudoOrbital_eq]
      exact neg_ne_zero.mpr
        (mul_pos (mul_pos hr (Real.exp_pos _)) (nodeFactor_pos hr)).ne'
    refine ⟨hu, ?_⟩
    unfold pseudopotential invertedPotential
    field_simp
    ring
  · -- r² V = -r + 3 / (8 D/r²)
    have hn : Tendsto (fun r : ℝ => -r) (𝓝[>] 0) (𝓝 (-0)) :=
      (continuous_neg.tendsto 0).mono_left nhdsWithin_le_nhds
    have h := hn.add ((tendsto_const_nhds (x := (3 : ℝ))).div
      (nodeFactor_div_sq_tendsto.const_mul 8) (by norm_num))
    have hval : -(0 : ℝ) + 3 / (8 * (1 / 8)) = 3 := by norm_num
    rw [hval] at h
    refine h.congr' ?_
    filter_upwards [self_mem_nhdsWithin] with r hr
    have hr0 : 0 < r := hr
    have hr' := hr0.ne'
    have hD := (nodeFactor_pos hr0).ne'
    simp only [Pi.div_apply]
    rw [pseudopotential_eq hr0]
    field_simp
  · -- the correction to the Coulomb tail decays exponentially
    have he : Tendsto (fun r : ℝ => Real.exp (-(r / 2))) atTop (𝓝 0) :=
      Real.tendsto_exp_neg_atTop_nhds_zero.comp
        (tendsto_id.atTop_div_const (by norm_num : (0 : ℝ) < 2))
    have h := (pseudopotential_tail.mul he).const_add (-1)
    have hval : (-1 : ℝ) + 3 / 4 * 0 = -1 := by norm_num
    rw [hval] at h
    refine h.congr' ?_
    filter_upwards [eventually_gt_atTop 0] with r hr
    have h1 : Real.exp (r / 2) * Real.exp (-(r / 2)) = 1 := by
      rw [← Real.exp_add]; simp
    have h2 : r * (1 / r) = 1 := mul_one_div_cancel hr.ne'
    linear_combination r * (pseudopotential r + 1 / r) * h1 + h2

end

end PhillipsKleinmanHydrogen
```

The theorem has three parts.

1. For every $r>0$, $u(r)\neq0$ and $-\tfrac12u''+Vu=-\tfrac18u$. The first claim follows from $u=-re^{-r}D$. Given that, the equation holds because $V$ was defined by inverting it.
2. At the nucleus, the closed form gives
$$r^2V=-r+\frac{3}{8\,D/r^2}\to0+\frac{3}{8\cdot\frac18}=3 .$$
3. At infinity,
$$rV=-1+e^{-r/2}\left[re^{r/2}\left(V+\frac1r\right)\right]\to-1+0\cdot\frac34=-1 .$$

The value 3 equals $\ell(\ell+1)/2$ for $\ell=2$, so close to the nucleus this s-type pseudo-orbital meets a repulsion like the centrifugal barrier of a d wave. Correspondingly, $D\approx r^2/8$ gives $u\approx-r^3/8$, the power of $r$ with which a d-type radial function starts.

```lean
#print axioms PhillipsKleinmanHydrogen.hydrogen_pseudopotential
```

```
'PhillipsKleinmanHydrogen.hydrogen_pseudopotential' depends on axioms: [propext, Classical.choice, Quot.sound]
```
